# A row-stochastic matrix on finitely many states, at least one, has the eigenvalue one and none of larger modulus

Consider a Markov chain Monte Carlo run that moves a system among finitely many configurations, with transition probabilities that stay fixed during the run. From state $i$ it goes to state $j$ with probability $P_{ij}$. If an observable takes the value $v_j$ in state $j$, its expected value one step after state $i$ is $\sum_j P_{ij}v_j$, so each further step applies the matrix $P$ once more. When $v$ is an eigenvector with eigenvalue $\mu$, the expected value after $t$ steps is $\mu^t v_i$. Can such a mode grow, and which modes fail to decay?

## Where the eigenvalues lie

Let $P$ be a real matrix on a finite nonempty set of states, with $P_{ij}\ge 0$ and $\sum_j P_{ij}=1$ for every $i$. Then the constant vector is an eigenvector with eigenvalue $1$, and every complex eigenvalue satisfies $|\mu|\le 1$.

The first part is the row sum: if $v_j=1$ for all $j$, then $\sum_j P_{ij}v_j=1=v_i$.

For the second part, let $v\neq 0$ be a complex vector with $\sum_j P_{ij}v_j=\mu v_i$ for all $i$. Choose a state $i$ where $|v_i|$ is largest; since $v\ne0$, $|v_i|>0$. Moving the diagonal term to the other side gives

$$(\mu-P_{ii})\,v_i=\sum_{j\neq i}P_{ij}v_j .$$

Take moduli, and use $|v_j|\le|v_i|$ and the row sum:

$$|\mu-P_{ii}|\,|v_i|\le\sum_{j\ne i}P_{ij}|v_j|\le\Big(\sum_{j\ne i}P_{ij}\Big)|v_i|=(1-P_{ii})\,|v_i| .$$

Dividing by $|v_i|$ leaves $|\mu-P_{ii}|\le 1-P_{ii}$. This is Gershgorin's disc argument applied to a stochastic row. The triangle inequality then gives

$$|\mu|\le|\mu-P_{ii}|+P_{ii}\le 1 .$$

With a single state, $P=(1)$ and the disc has centre $1$ and radius $0$, so $\mu=1$ is the only eigenvalue.

For two states, labelled $0$ and $1$, take

$$P=\begin{pmatrix}0.9&0.1\\0.4&0.6\end{pmatrix},\qquad v=\begin{pmatrix}1\\-4\end{pmatrix},\qquad Pv=\begin{pmatrix}0.5\\-2\end{pmatrix}=0.5\,v .$$

The largest component of $v$ is at state $1$, where $P_{11}=0.6$, and indeed $|0.5-0.6|=0.1\le0.4$. The disc of state $0$ does not contain this eigenvalue, because $|0.5-0.9|=0.4>0.1$. The choice of the largest component therefore matters.

## Modes that do not decay

Suppose that every state has a positive probability of staying put, and let $|\mu|=1$. Write $p=P_{ii}>0$ for the state found above. Squaring the disc inequality gives

$$1-2p\,\mathrm{Re}\,\mu+p^2\le 1-2p+p^2,$$

hence $\mathrm{Re}\,\mu\ge1$. Since $(\mathrm{Re}\,\mu)^2+(\mathrm{Im}\,\mu)^2=1$, it follows that $\mathrm{Re}\,\mu=1$ and $\mathrm{Im}\,\mu=0$, so $\mu=1$.

Row-stochasticity alone does not give this. The chain that always swaps two states sends $(1,-1)$ to $(-1,1)$, so it has the eigenvalue $-1$, and the expected value of that observable alternates in sign for ever.

Now let all entries of $P$ be positive, and let a real vector $f$ satisfy $Pf=f$. Choose $k$ where $f$ is largest. Then

$$\sum_l P_{kl}(f_k-f_l)=f_k-f_k=0 .$$

No term is negative, so each one vanishes; since $P_{kl}>0$, $f_l=f_k$ for every $l$, and $f$ is constant. If $v$ is a complex eigenvector with $|\mu|=1$, the diagonal entries are positive, so $\mu=1$. Because $P$ is real, the real and imaginary parts of $v$ are each fixed by $P$. Both are constant, and so is $v$.

For a finite-state sampler with a fixed transition matrix, this means that no eigenmode of the expected values grows, and that with all entries positive only the constant mode persists undamped.

## The matrix and its eigenpairs in Lean

```lean
import Mathlib

open Matrix

namespace StochasticMatrixSpectrum

variable {n : Type*} [Fintype n]
```

The type `n` is the finite set of states. It may be empty unless a theorem says otherwise.

```lean
/-- A matrix of transition probabilities: the entries are nonnegative and each row sums
to one. -/
structure IsRowStochastic (P : Matrix n n ℝ) : Prop where
  nonneg : ∀ i j, 0 ≤ P i j
  row_sum : ∀ i, ∑ j, P i j = 1
```

The field `nonneg` says that the entries can be probabilities, and `row_sum` says that the chain always goes somewhere, possibly back to the same state. Rows index the present state and columns the next one. Neither detailed balance nor a target distribution is assumed.

```lean
/-- The nonzero complex vector `v` is a right eigenvector of the real matrix `P` with the
complex eigenvalue `μ`. -/
def IsEigenpair (P : Matrix n n ℝ) (μ : ℂ) (v : n → ℂ) : Prop :=
  v ≠ 0 ∧ (P.map (fun x : ℝ => (x : ℂ))) *ᵥ v = μ • v
```

`IsEigenpair P μ v` concerns right eigenvectors, that is, observables; a probability distribution would instead be a row vector multiplying `P` from the left. The `map` reads the real entries as complex numbers, and `*ᵥ` is the matrix-vector product. The vector must be nonzero but need not be normalised.

```lean
/-- The eigenvalue equation written out in components. -/
theorem IsEigenpair.component {P : Matrix n n ℝ} {μ : ℂ} {v : n → ℂ}
    (h : IsEigenpair P μ v) (i : n) : ∑ j, (P i j : ℂ) * v j = μ * v i := by
  simpa [Matrix.mulVec, dotProduct] using congrFun h.2 i
```

This lemma turns the vector equation into the component equation with which the derivation began, by evaluating both sides at `i`.

## The disc and the unit bound

```lean
/-- Each eigenvalue of a row-stochastic matrix lies, for some state `i`, in the disc with
centre `P i i` and radius `1 - P i i`. -/
theorem eigenvalue_mem_disc {P : Matrix n n ℝ} (hP : IsRowStochastic P) {μ : ℂ}
    {v : n → ℂ} (h : IsEigenpair P μ v) :
    ∃ i, ‖μ - (P i i : ℂ)‖ ≤ 1 - P i i := by
  classical
  obtain ⟨k, hk⟩ := Function.ne_iff.mp h.1
  have : Nonempty n := ⟨k⟩
  -- the state where the eigenvector is largest in modulus
  obtain ⟨i, hi⟩ := Finite.exists_max (fun j => ‖v j‖)
  have hpos : 0 < ‖v i‖ := lt_of_lt_of_le (norm_pos_iff.mpr hk) (hi k)
  refine ⟨i, ?_⟩
  -- move the diagonal term to the other side
  have hsplit := Finset.add_sum_erase Finset.univ (fun j => (P i j : ℂ) * v j)
    (Finset.mem_univ i)
  have hoff : (μ - (P i i : ℂ)) * v i
      = ∑ j ∈ Finset.univ.erase i, (P i j : ℂ) * v j := by
    have hc := h.component i
    linear_combination -hsplit - hc
  have hrow : ∑ j ∈ Finset.univ.erase i, P i j = 1 - P i i := by
    have h1 := Finset.add_sum_erase Finset.univ (fun j => P i j) (Finset.mem_univ i)
    have h2 := hP.row_sum i

    linarith
  have hbound : ‖μ - (P i i : ℂ)‖ * ‖v i‖ ≤ (1 - P i i) * ‖v i‖ := by
    rw [← norm_mul, hoff, ← hrow, Finset.sum_mul]
    refine norm_sum_le_of_le _ fun j _ => ?_
    rw [norm_mul, Complex.norm_real, Real.norm_of_nonneg (hP.nonneg i j)]
    exact mul_le_mul_of_nonneg_left (hi j) (hP.nonneg i j)
  exact le_of_mul_le_mul_right hbound hpos
```

The theorem states that some state `i` has a disc containing `μ`. No separate nonemptiness assumption is needed, since a nonzero vector already supplies a state `k` with `v k ≠ 0`. `Finite.exists_max` picks the largest component, and `hpos` records that its modulus is positive.

The equation `hoff` is the one with the diagonal term moved across, and `hrow` is the sum of the remaining entries in the row. The estimate `hbound` bounds the sum term by term, and the last line cancels `‖v i‖`.

```lean
/-- For a row-stochastic matrix on a finite nonempty set of states, the constant vector is
an eigenvector with eigenvalue one, and every complex eigenvalue has modulus at most one. -/
theorem stochastic_spectrum [Nonempty n] {P : Matrix n n ℝ} (hP : IsRowStochastic P) :
    IsEigenpair P 1 (fun _ => 1) ∧
      ∀ (μ : ℂ) (v : n → ℂ), IsEigenpair P μ v → ‖μ‖ ≤ 1 := by
  refine ⟨⟨?_, ?_⟩, ?_⟩
  · intro h0
    exact one_ne_zero (congrFun h0 (Classical.arbitrary n))
  · ext i
    have h1 : ∑ j, (P i j : ℂ) = 1 := by exact_mod_cast hP.row_sum i
    simpa [Matrix.mulVec, dotProduct] using h1
  · intro μ v h
    obtain ⟨i, hi⟩ := eigenvalue_mem_disc hP h
    -- the disc lies inside the unit disc
    have ht := norm_add_le (μ - (P i i : ℂ)) (P i i : ℂ)
    rw [sub_add_cancel, Complex.norm_real, Real.norm_of_nonneg (hP.nonneg i i)] at ht
    linarith
```

The conjunction contains both parts of the main claim. `[Nonempty n]` is used to show that the constant vector is nonzero, and the row sum gives its eigenvalue equation. For the bound, `norm_add_le` is the triangle inequality applied to $\mu=(\mu-P_{ii})+P_{ii}$, and `linarith` combines it with the disc.

## Staying put, and the swap

```lean
/-- If every state has a positive probability of staying put, every eigenvalue of modulus one of a
row-stochastic matrix equals one. -/
theorem eigenvalue_eq_one_of_diag_pos {P : Matrix n n ℝ} (hP : IsRowStochastic P)
    (hd : ∀ i, 0 < P i i) {μ : ℂ} {v : n → ℂ} (h : IsEigenpair P μ v)
    (hμ : ‖μ‖ = 1) : μ = 1 := by
  obtain ⟨i, hi⟩ := eigenvalue_mem_disc hP h
  have hp := hd i
  have hsq := pow_le_pow_left₀ (norm_nonneg _) hi 2
  rw [Complex.sq_norm, Complex.normSq_apply] at hsq
  simp only [Complex.sub_re, Complex.sub_im, Complex.ofReal_re, Complex.ofReal_im,
    sub_zero] at hsq
  have hn : μ.re * μ.re + μ.im * μ.im = 1 := by
    rw [← Complex.normSq_apply, ← Complex.sq_norm, hμ]
    norm_num
  -- the disc meets the unit circle only at one
  have hre : 1 ≤ μ.re := by
    have h1 : P i i * 1 ≤ P i i * μ.re := by nlinarith
    exact le_of_mul_le_mul_left h1 hp
  have hre' : μ.re = 1 := by
    apply le_antisymm _ hre
    nlinarith [mul_self_nonneg μ.im]
  have him : μ.im = 0 := by
    rw [hre'] at hn
    exact mul_self_eq_zero.mp (by linarith)
  apply Complex.ext
  · simpa using hre'
  · simpa using him
```

The hypothesis `hd` describes a chain that can remain where it is from every state, for instance because each move may be rejected. A Metropolis chain need not satisfy it: if the proposal always names a different state and every proposal from some state is accepted, that diagonal entry is zero.

The proof squares the disc inequality as `hsq` and writes $|\mu|^2=1$ in components as `hn`. From these it obtains `hre`, then `hre'` and `him`, which are the statements $\mathrm{Re}\,\mu\ge1$, $\mathrm{Re}\,\mu=1$ and $\mathrm{Im}\,\mu=0$.

```lean
/-- The two-state chain that always swaps its states is row-stochastic and has the
eigenvalue minus one, with eigenvector `(1, -1)`. -/
theorem swap_eigenvalue_neg_one :
    IsRowStochastic !![(0 : ℝ), 1; 1, 0] ∧
      IsEigenpair !![(0 : ℝ), 1; 1, 0] (-1) ![1, -1] := by
  refine ⟨⟨?_, ?_⟩, ?_, ?_⟩
  · intro i j
    fin_cases i <;> fin_cases j <;> simp
  · intro i
    fin_cases i <;> simp [Fin.sum_univ_succ]
  · intro h0
    have h1 := congrFun h0 0
    simp at h1
  · ext i
    fin_cases i <;> simp [Matrix.mulVec, dotProduct, Fin.sum_univ_succ]
```

Here the states are `0` and `1`, and `fin_cases` checks each entry, row and component. Scaled to unit length, the eigenvector is $(1,-1)/\sqrt2$.

## Strictly positive transition probabilities

```lean
/-- Maximum principle: if all transition probabilities are positive, a real function of
the state that is unchanged by averaging over one step is constant. -/
theorem harmonic_constant {P : Matrix n n ℝ} (hP : IsRowStochastic P)
    (hpos : ∀ i j, 0 < P i j) {f : n → ℝ} (hf : P *ᵥ f = f) (i j : n) :
    f i = f j := by
  have : Nonempty n := ⟨i⟩
  obtain ⟨k, hk⟩ := Finite.exists_max f
  have hfk : ∑ l, P k l * f l = f k := congrFun hf k
  -- the average shortfall from the maximum vanishes, hence so does each shortfall
  have hsum : ∑ l, P k l * (f k - f l) = 0 := by
    simp only [mul_sub, Finset.sum_sub_distrib]
    rw [← Finset.sum_mul, hP.row_sum k, hfk]
    ring
  have hterm := (Finset.sum_eq_zero_iff_of_nonneg (fun l _ =>
    mul_nonneg (hP.nonneg k l) (sub_nonneg.mpr (hk l)))).mp hsum
  have hmax : ∀ l, f k = f l := fun l =>
    sub_eq_zero.mp ((mul_eq_zero.mp (hterm l (Finset.mem_univ l))).resolve_left
      (hpos k l).ne')
  exact (hmax i).symm.trans (hmax j)
```

The hypothesis `hpos` means that every state can be reached from every state in a single step. This is strong: a sampler that flips at most one spin per step violates it as soon as there are two spins. The sum `hsum` is the average shortfall from the maximum. `Finset.sum_eq_zero_iff_of_nonneg` makes each term zero, and positivity of `P k l` removes the factor in front of the shortfall.

```lean
/-- If all transition probabilities are positive, an eigenvalue of modulus one equals one
and its eigenvector is constant. -/
theorem unimodular_eigenpair_of_pos {P : Matrix n n ℝ} (hP : IsRowStochastic P)
    (hpos : ∀ i j, 0 < P i j) {μ : ℂ} {v : n → ℂ} (h : IsEigenpair P μ v)
    (hμ : ‖μ‖ = 1) : μ = 1 ∧ ∀ i j, v i = v j := by
  have h1 := eigenvalue_eq_one_of_diag_pos hP (fun i => hpos i i) h hμ
  refine ⟨h1, fun i j => ?_⟩
  -- real and imaginary parts are each unchanged by averaging
  have hre : P *ᵥ (fun l => (v l).re) = fun l => (v l).re := by
    ext k
    have hc := congrArg Complex.re (h.component k)
    simpa [h1, Matrix.mulVec, dotProduct, Complex.re_sum] using hc
  have him : P *ᵥ (fun l => (v l).im) = fun l => (v l).im := by
    ext k
    have hc := congrArg Complex.im (h.component k)
    simpa [h1, Matrix.mulVec, dotProduct, Complex.im_sum] using hc
  exact Complex.ext (harmonic_constant hP hpos hre i j) (harmonic_constant hP hpos him i j)

end StochasticMatrixSpectrum
```

The first conclusion comes from `eigenvalue_eq_one_of_diag_pos`, since positive entries include the diagonal ones. The equations `hre` and `him` are the real and imaginary parts of the component equation, and `harmonic_constant` applies to each.

This is a fragment of what Perron–Frobenius theory says about positive matrices. The theorems say nothing about a stationary distribution or the algebraic multiplicity of the eigenvalue one, and they give no estimate of the distance of the other eigenvalues from the unit circle, which governs how fast modes decay. They also leave aside infinite state spaces and transition probabilities that change during the run.

```lean
#print axioms StochasticMatrixSpectrum.stochastic_spectrum
#print axioms StochasticMatrixSpectrum.eigenvalue_eq_one_of_diag_pos
#print axioms StochasticMatrixSpectrum.swap_eigenvalue_neg_one
#print axioms StochasticMatrixSpectrum.unimodular_eigenpair_of_pos
```

```
'StochasticMatrixSpectrum.stochastic_spectrum' depends on axioms: [propext, Classical.choice, Quot.sound]
'StochasticMatrixSpectrum.eigenvalue_eq_one_of_diag_pos' depends on axioms: [propext, Classical.choice, Quot.sound]
'StochasticMatrixSpectrum.swap_eigenvalue_neg_one' depends on axioms: [propext, Classical.choice, Quot.sound]
'StochasticMatrixSpectrum.unimodular_eigenpair_of_pos' depends on axioms: [propext, Classical.choice, Quot.sound]
```
